# For M ≥ 1, M basis functions on more than M² grid points leave some nonconstant potential invisible

The energy of a trial potential is taken here to be an arbitrary real function of the Hamiltonian matrix in a finite basis, and the potential may be any real function on a finite grid. If $M$ basis functions, not all zero, live on $G>M^2$ grid points, some nonconstant potential can be added to any trial potential, in any multiple, without changing that energy.

In Lean 4 with Mathlib:

```lean
import Mathlib

open ComplexConjugate

namespace FiniteBasisOptimisedPotential

noncomputable section

variable {ι X S : Type*} [Fintype X] [Fintype S]

/-- The matrix of a real local potential `v` on the grid `X` between basis spinors `f i`
with components labelled by `S`: the sum over grid points and components of
`conj (f i) * v * f j`. It is real-linear in `v`. -/
def potentialMatrix (f : ι → X → S → ℂ) : (X → ℝ) →ₗ[ℝ] Matrix ι ι ℂ where
  toFun v := Matrix.of fun i j => ∑ x, ∑ s, conj (f i x s) * (v x : ℂ) * f j x s
  map_add' v w := by
    ext i j
    simp [mul_add, add_mul, Finset.sum_add_distrib]
  map_smul' t v := by
    ext i j
    simp only [Matrix.of_apply, Matrix.smul_apply, Pi.smul_apply, smul_eq_mul,
      Complex.real_smul, Complex.ofReal_mul, RingHom.id_apply, Finset.mul_sum]
    refine Finset.sum_congr rfl fun x _ => Finset.sum_congr rfl fun s _ => ?_
    ring

/-- The matrix elements of a local potential, written out as a grid sum. -/
theorem potentialMatrix_apply (f : ι → X → S → ℂ) (v : X → ℝ) (i j : ι) :
    potentialMatrix f v i j = ∑ x, ∑ s, conj (f i x s) * (v x : ℂ) * f j x s := rfl

/-- The matrix of a real local potential is Hermitian. -/
theorem potentialMatrix_isHermitian (f : ι → X → S → ℂ) (v : X → ℝ) :
    (potentialMatrix f v).IsHermitian := by
  refine Matrix.IsHermitian.ext fun i j => ?_
  simp only [potentialMatrix_apply, ← starRingEnd_apply, map_sum, map_mul,
    Complex.conj_conj, Complex.conj_ofReal]
  refine Finset.sum_congr rfl fun x _ => Finset.sum_congr rfl fun s _ => ?_
  ring

/-- The real numbers `Re A i j + Im A i j` attached to a complex matrix `A`. -/
def realCoordinates : Matrix ι ι ℂ →ₗ[ℝ] (ι × ι → ℝ) where
  toFun A p := (A p.1 p.2).re + (A p.1 p.2).im
  map_add' A B := by
    funext p
    simp only [Matrix.add_apply, Complex.add_re, Complex.add_im, Pi.add_apply]
    ring
  map_smul' t A := by
    funext p
    simp [mul_add]

/-- With `M` basis spinors on `G` grid points, the real potentials whose matrix vanishes
form a space of dimension at least `G - M ^ 2`. -/
theorem card_le_sq_add_finrank_ker [Fintype ι] (f : ι → X → S → ℂ) :
    Fintype.card X ≤
      Fintype.card ι ^ 2 + Module.finrank ℝ (LinearMap.ker (potentialMatrix f)) := by
  -- For a Hermitian matrix the real coordinates determine every entry.
  have hker : LinearMap.ker (realCoordinates ∘ₗ potentialMatrix f) ≤
      LinearMap.ker (potentialMatrix f) := by
    intro v hv
    have hR : ∀ i j, (potentialMatrix f v i j).re + (potentialMatrix f v i j).im = 0 :=
      fun i j => congrFun (LinearMap.mem_ker.mp hv) (i, j)
    rw [LinearMap.mem_ker]
    ext i j
    have hs := (potentialMatrix_isHermitian f v).apply i j
    have hre : (potentialMatrix f v j i).re = (potentialMatrix f v i j).re := by
      rw [← hs]
      exact (Complex.conj_re _).symm
    have him : -(potentialMatrix f v j i).im = (potentialMatrix f v i j).im := by
      rw [← hs]
      exact (Complex.conj_im _).symm
    have h1 := hR i j
    have h2 := hR j i
    apply Complex.ext
    · change (potentialMatrix f v i j).re = 0
      linarith
    · change (potentialMatrix f v i j).im = 0
      linarith
  -- Rank-nullity for the map from potentials to real coordinates.
  have h1 := LinearMap.finrank_range_add_finrank_ker (realCoordinates ∘ₗ potentialMatrix f)
  have h2 := Submodule.finrank_le (LinearMap.range (realCoordinates ∘ₗ potentialMatrix f))
  have h3 := Submodule.finrank_mono hker
  rw [Module.finrank_fintype_fun_eq_card] at h1 h2
  rw [Fintype.card_prod, ← sq] at h2
  linarith

/-- If some basis spinor is nonzero, a nonzero potential whose matrix vanishes
takes different values at two grid points. -/
theorem nonconstant_of_potentialMatrix_eq_zero {f : ι → X → S → ℂ} (hf : ∃ i, f i ≠ 0)
    {w : X → ℝ} (hw : potentialMatrix f w = 0) (h0 : w ≠ 0) : ∃ x y, w x ≠ w y := by
  by_contra! hc
  obtain ⟨i, hi⟩ := hf
  obtain ⟨a, ha⟩ := Function.ne_iff.mp h0
  -- A constant potential has diagonal element constant times squared norm.
  have hdiag : ((w a * ∑ x, ∑ s, Complex.normSq (f i x s) : ℝ) : ℂ) = 0 := by
    have h : potentialMatrix f w i i = 0 := by rw [hw]; rfl
    rw [← h, potentialMatrix_apply]
    simp only [Complex.ofReal_mul, Complex.ofReal_sum, Finset.mul_sum]
    refine Finset.sum_congr rfl fun x _ => Finset.sum_congr rfl fun s _ => ?_
    rw [Complex.normSq_eq_conj_mul_self, hc x a]
    ring
  have hsum := (mul_eq_zero.mp (Complex.ofReal_eq_zero.mp hdiag)).resolve_left ha
  apply hi
  funext x s
  have hx := (Finset.sum_eq_zero_iff_of_nonneg fun x _ =>
    Finset.sum_nonneg fun s _ => Complex.normSq_nonneg (f i x s)).mp hsum x (Finset.mem_univ x)
  have hs := (Finset.sum_eq_zero_iff_of_nonneg fun s _ =>
    Complex.normSq_nonneg (f i x s)).mp hx s (Finset.mem_univ s)
  exact Complex.normSq_eq_zero.mp hs

/-- If `M` basis spinors, not all zero, live on more than `M ^ 2` grid points, some
nonconstant real potential has all its matrix elements equal to zero. -/
theorem exists_invisible_potential [Fintype ι] (f : ι → X → S → ℂ) (hf : ∃ i, f i ≠ 0)
    (hG : Fintype.card ι ^ 2 < Fintype.card X) :
    ∃ w : X → ℝ, (∃ x y, w x ≠ w y) ∧ potentialMatrix f w = 0 := by
  have hne : LinearMap.ker (potentialMatrix f) ≠ ⊥ := by
    intro hb
    have h := card_le_sq_add_finrank_ker f
    rw [hb, finrank_bot] at h
    linarith
  obtain ⟨w, hw, h0⟩ := Submodule.exists_mem_ne_zero_of_ne_bot hne
  have hw' := LinearMap.mem_ker.mp hw
  exact ⟨w, nonconstant_of_potentialMatrix_eq_zero hf hw' h0, hw'⟩

/-- The energy of a trial potential `v` in a finite basis: a function `E` of the Hamiltonian
matrix, which is a fixed part `h` plus the matrix of `v`. -/
def trialEnergy (E : Matrix ι ι ℂ → ℝ) (h : Matrix ι ι ℂ) (f : ι → X → S → ℂ)
    (v : X → ℝ) : ℝ :=
  E (h + potentialMatrix f v)

/-- A trial potential is converged to tolerance `ε` if no other potential lowers the energy
by more than `ε`. -/
def IsConverged (energy : (X → ℝ) → ℝ) (ε : ℝ) (v : X → ℝ) : Prop :=
  ∀ u, energy v ≤ energy u + ε

/-- If `M` basis spinors, not all zero, live on more than `M ^ 2` grid points, there is a
nonconstant potential `w` any multiple of which can be added to a converged potential
without loss of convergence, whatever the tolerance. -/
theorem optimised_potential_not_unique [Fintype ι] (f : ι → X → S → ℂ)
    (hf : ∃ i, f i ≠ 0) (hG : Fintype.card ι ^ 2 < Fintype.card X)
    (E : Matrix ι ι ℂ → ℝ) (h : Matrix ι ι ℂ) :
    ∃ w : X → ℝ, (∃ x y, w x ≠ w y) ∧ ∀ (ε : ℝ) (v : X → ℝ),
      IsConverged (trialEnergy E h f) ε v →
        ∀ t : ℝ, IsConverged (trialEnergy E h f) ε (v + t • w) := by
  obtain ⟨w, hne, hw⟩ := exists_invisible_potential f hf hG
  refine ⟨w, hne, fun ε v hv t u => ?_⟩
  -- The Hamiltonian matrix does not see the added potential.
  have he : trialEnergy E h f (v + t • w) = trialEnergy E h f v := by
    unfold trialEnergy
    rw [map_add, map_smul, hw, smul_zero, add_zero]
  rw [he]
  exact hv u

/-- Two one-component basis functions on four grid points, with values `(1, 0, 1, 1)`
and `(0, 1, 1, i)`. -/
def sharpBasis : Fin 2 → Fin 4 → Fin 1 → ℂ :=
  fun i x _ => (!![1, 0, 1, 1; 0, 1, 1, Complex.I] : Matrix (Fin 2) (Fin 4) ℂ) i x

/-- For the two functions of `sharpBasis` on four grid points, only the zero potential has a
vanishing matrix. -/
theorem sharpBasis_no_invisible_potential (w : Fin 4 → ℝ)
    (hw : potentialMatrix sharpBasis w = 0) : w = 0 := by
  have h (i j : Fin 2) : potentialMatrix sharpBasis w i j = 0 := by rw [hw]; rfl
  have h00 := congrArg Complex.re (h 0 0)
  have h11 := congrArg Complex.re (h 1 1)
  have hre := congrArg Complex.re (h 0 1)
  have him := congrArg Complex.im (h 0 1)
  simp [potentialMatrix_apply, sharpBasis, Fin.sum_univ_four] at h00 h11 hre him
  have w0 : w 0 = 0 := by linarith
  have w1 : w 1 = 0 := by linarith
  funext x
  fin_cases x
  exacts [w0, w1, hre, him]

end

end FiniteBasisOptimisedPotential
```

```lean
#print axioms FiniteBasisOptimisedPotential.exists_invisible_potential
#print axioms FiniteBasisOptimisedPotential.optimised_potential_not_unique
#print axioms FiniteBasisOptimisedPotential.sharpBasis_no_invisible_potential
```

```
'FiniteBasisOptimisedPotential.exists_invisible_potential' depends on axioms: [propext, Classical.choice, Quot.sound]
'FiniteBasisOptimisedPotential.optimised_potential_not_unique' depends on axioms: [propext, Classical.choice, Quot.sound]
'FiniteBasisOptimisedPotential.sharpBasis_no_invisible_potential' depends on axioms: [propext, Classical.choice, Quot.sound]
```

## Potentials, spinors and energies in the file

The basis functions are $f_i(x,s)$, written `f i x s`, where $i$ runs over the $M$ elements of `ι`, $x$ over the $G$ grid points in `X`, and $s$ over the spinor components in `S`. One component gives scalar functions, four give Dirac spinors. A real potential $v$ has the matrix

$$V_{ij}(v)=\sum_x\sum_s \overline{f_i(x,s)}\,v(x)\,f_j(x,s),$$

which is `potentialMatrix f v`. The same number $v(x)$ multiplies every component, as for an electrostatic potential; in the Dirac Hamiltonian, a magnetic vector potential would mix components. There are no quadrature weights, but positive ones can be absorbed by multiplying each $f_i$ by their square roots.

In `trialEnergy`, the matrix `h` holds the fixed part of the Hamiltonian, such as the kinetic and nuclear terms, and `E` turns $h+V(v)$ into an energy. It can stand for diagonalising the matrix, occupying chosen orbitals and evaluating an orbital-dependent functional. The assumption is that $v$ enters only through its matrix.

`IsConverged` says that no other potential lowers the energy by more than $\varepsilon$; for $\varepsilon=0$ this means an exact minimiser. The theorem `optimised_potential_not_unique` provides one nonconstant $w$ that serves all tolerances $\varepsilon$, all converged potentials $v$ and all real $t$: if $v$ is converged, so is $v+tw$. It does not say that a converged potential exists.

For $t\neq0$, the two potentials differ by more than the constant shift that is familiar from Kohn–Sham theory. In an optimised-potential calculation with $M$ orbital basis functions, not all zero, and an unrestricted potential on more than $M^2$ grid points, a tighter energy threshold therefore cannot select one potential. Restricting the potential to a small auxiliary basis, or adding a smoothness penalty that depends on $v$ directly, changes the problem and may remove the ambiguity.

## Counting real conditions

Since $v$ is real, conjugation exchanges the two basis functions:

$$\overline{V_{ij}(v)}=\sum_x\sum_s f_i(x,s)\,v(x)\,\overline{f_j(x,s)}=V_{ji}(v).$$

This is `potentialMatrix_isHermitian`. Now attach to each pair $(i,j)$ the real number

$$r_{ij}=\operatorname{Re}V_{ij}+\operatorname{Im}V_{ij},$$

as `realCoordinates` does. Hermiticity gives $r_{ji}=\operatorname{Re}V_{ij}-\operatorname{Im}V_{ij}$, so

$$\operatorname{Re}V_{ij}=\tfrac12(r_{ij}+r_{ji}),\qquad \operatorname{Im}V_{ij}=\tfrac12(r_{ij}-r_{ji}).$$

If all $M^2$ numbers $r_{ij}$ vanish, the whole matrix vanishes. In `card_le_sq_add_finrank_ker` this is the step `hker`, where `linarith` combines the equations for $(i,j)$ and $(j,i)$.

The map $v\mapsto(r_{ij})$ is real-linear from $\mathbb R^G$ to $\mathbb R^{M^2}$. Its rank is at most $M^2$, and its kernel lies in the kernel of $v\mapsto V(v)$. Rank–nullity gives

$$G\le M^2+\dim\ker V.$$

The invisible potentials, meaning those whose matrix vanishes, thus form a space of dimension at least $G-M^2$, and for $G>M^2$ there is a nonzero one.

The count is easily spoiled by treating the $M^2$ complex matrix elements as $2M^2$ independent real conditions, which would require $G>2M^2$. Hermiticity removes half of them.

## From nonzero to nonconstant, and on to the energy

Let $w\neq0$ be invisible and suppose that it had the constant value $c$. Then $c\neq0$, and for a nonzero $f_i$

$$0=V_{ii}(w)=c\sum_x\sum_s|f_i(x,s)|^2 .$$

The sum must vanish. Its terms are nonnegative, so each is zero and $f_i=0$, a contradiction. The lemma `nonconstant_of_potentialMatrix_eq_zero` follows this argument: `by_contra!` assumes that $w$ is constant, `hdiag` is the displayed equation, and `Finset.sum_eq_zero_iff_of_nonneg` is applied first to the grid sum and then to the component sum. Together with the dimension count, it gives `exists_invisible_potential`.

For the energy, linearity is enough:

$$h+V(v+tw)=h+V(v)+tV(w)=h+V(v).$$

The function `E` receives the same matrix and returns the same number. This is the equality `he` in the last general theorem, after which the convergence condition for $v+tw$ is the one for $v$.

## Four points for two functions, and the case of no functions

The condition $G>M^2$ cannot be relaxed to $G\ge M^2$. Take the scalar functions of `sharpBasis`, with $M=2$ and $G=4$:

$$f_0=(1,0,1,1),\qquad f_1=(0,1,1,i).$$

They are left unnormalised; both have norm $\sqrt3$, and dividing by it only divides the matrix by 3. For a potential $w=(w_0,w_1,w_2,w_3)$,

$$V_{00}=w_0+w_2+w_3,\quad V_{11}=w_1+w_2+w_3,\quad V_{01}=w_2+i\,w_3 .$$

If the matrix vanishes, the real and imaginary parts of $V_{01}$ give $w_2=w_3=0$, and the diagonal elements then give $w_0=w_1=0$. In `sharpBasis_no_invisible_potential`, `simp` produces these four real equations and `linarith` solves the diagonal ones. The complex value $i$ matters: two real scalar functions impose only three real conditions, so on four points they always leave a nonzero invisible potential.

The hypothesis `hf`, that some basis function is nonzero, does different work in the lemma on constants and in the two existence theorems. In the lemma it excludes a basis of zero functions, for which the constant potential 1 is invisible. In `exists_invisible_potential` and `optimised_potential_not_unique` it excludes $M=0$, where a grid with $G=1$ satisfies $G>M^2$ but carries no nonconstant potential.
